# The diagonal T2 condition for fermionic modes, and pair data that the diagonal P, Q and G conditions let through

Take three fermionic modes, each occupied with probability $1/2$, and suppose that no two are ever occupied together. Each pair looks acceptable: both modes are filled with probability $0$, neither with probability $1-\tfrac12-\tfrac12+0=0$, and only the first with probability $\tfrac12$. The three together are impossible. If at most one mode is filled at a time, the occupations add up to at most $1$, and here they add up to $3/2$.

An identity for numbers $x,y,z\in\{0,1\}$ detects this:

$$1-x-y-z+xy+xz+yz = xyz+(1-x)(1-y)(1-z).$$

The right side is $1$ if all three agree and $0$ otherwise, so its average is non-negative. The left side contains only single and pair terms. Replacing $z$ by $1-z$ gives a second inequality of this kind.

The physical question is which occupations $n_i$ and pair occupations $d_{ij}$ can come from a many-fermion state. The main theorem shows that every state of operators obeying the canonical anticommutation relations (CAR) satisfies $d_{ij}+n_k-d_{ik}-d_{jk}\ge 0$ for distinct modes $i,j,k$. Such inequalities serve as necessary constraints when an electronic-structure calculation varies the two-particle reduced density matrix directly; this one restricts only its diagonal elements in a fixed set of modes, whereas the full T2 condition requires a whole matrix to be positive semidefinite.

## Modes, occupations and the inequalities

```lean
import Mathlib

open scoped ComplexOrder

namespace DiagonalRepresentability

noncomputable section

variable {ι A : Type*} [Ring A] [StarRing A]
```

The type `ι` labels the modes, and `A` contains the operators. It is a ring with an adjoint operation, written `star x` in Lean and $x^*$ here. It may be infinite-dimensional.

```lean
/-- The canonical anticommutation relations for annihilation operators `a i`. -/
structure IsCAR (a : ι → A) : Prop where
  anti : ∀ i j, a i * a j + a j * a i = 0
  mixed : ∀ i j, i ≠ j → a i * star (a j) + star (a j) * a i = 0
  same : ∀ i, a i * star (a i) + star (a i) * a i = 1
```

`IsCAR a` says that $a_ia_j+a_ja_i=0$ for all $i,j$, that $a_ia_j^*+a_j^*a_i=0$ for $i\ne j$, and that $a_ia_i^*+a_i^*a_i=1$.

```lean
/-- The number operator of mode `i`. -/
def number (a : ι → A) (i : ι) : A := star (a i) * a i
```

This is the number operator $\hat n_i=a_i^*a_i$. The hat distinguishes it from its expectation value $n_i$.

```lean
/-- A self-adjoint projection. -/
def IsProjection (p : A) : Prop := star p = p ∧ p * p = p
```

A projection satisfies $p^*=p$ and $p^2=p$. It stands for a yes-or-no property, such as "mode $i$ is occupied".

```lean
/-- The diagonal P, Q and G conditions on occupations `n` and pair occupations `d`. -/
def DiagPQG (n : ι → ℝ) (d : ι → ι → ℝ) : Prop :=
  ∀ i j, i ≠ j → 0 ≤ d i j ∧ 0 ≤ 1 - n i - n j + d i j ∧ 0 ≤ n i - d i j
```

For every pair $i\neq j$, the three inequalities are $d_{ij}\ge0$ (P), $1-n_i-n_j+d_{ij}\ge0$ (Q) and $n_i-d_{ij}\ge0$ (G). These are only the diagonal conditions; the full P, Q and G conditions each require a whole matrix to be positive semidefinite. Here `n` and `d` are arbitrary real data, not yet tied to a state.

```lean
/-- The combination that the diagonal T1 condition requires to be non-negative. -/
def t1 (n : ι → ℝ) (d : ι → ι → ℝ) (i j k : ι) : ℝ :=
  1 - n i - n j - n k + d i j + d i k + d j k
```

This is the averaged left side of the opening identity.

```lean
/-- The combination that the diagonal T2 condition requires to be non-negative. -/
def t2 (n : ι → ℝ) (d : ι → ι → ℝ) (i j k : ι) : ℝ :=
  d i j + n k - d i k - d j k
```

In `t2` the third mode $k$ plays a special part, while $i$ and $j$ enter alike if $d$ is symmetric.

## Three commuting projections

```lean
/-- Particle-hole exchange: the complement of a projection is a projection, and it commutes
with whatever the projection commutes with. -/
theorem hole_projection {p : A} (hp : IsProjection p) :
    IsProjection (1 - p) ∧ ∀ x, x * p = p * x → x * (1 - p) = (1 - p) * x := by
  refine ⟨⟨by rw [star_sub, star_one, hp.1], ?_⟩, fun x h => ?_⟩
  · have e : (1 - p) * (1 - p) = 1 - p - p + p * p := by noncomm_ring
    rw [e, hp.2]; abel
  · rw [mul_sub, sub_mul, h, mul_one, one_mul]
```

If $p$ is a projection, so is the "hole" $1-p$: it is self-adjoint, and $(1-p)^2=1-2p+p^2=1-p$. If $xp=px$, then $x(1-p)=x-xp=x-px=(1-p)x$.

```lean
/-- A product of three commuting projections is a square `x* x`. -/
theorem product_eq_square {p q r : A} (hp : IsProjection p) (hq : IsProjection q)
    (hr : IsProjection r) (hpq : p * q = q * p) (hpr : p * r = r * p) (hqr : q * r = r * q) :
    star (p * q * r) * (p * q * r) = p * q * r := by
  calc star (p * q * r) * (p * q * r) = r * (q * (p * p)) * q * r := by
        simp only [star_mul, hp.1, hq.1, hr.1, mul_assoc]
    _ = r * (p * (q * q)) * r := by rw [hp.2, ← hpq]; simp only [mul_assoc]
    _ = p * r * q * r := by rw [hq.2, ← mul_assoc r p q, ← hpr]
    _ = p * q * (r * r) := by rw [mul_assoc p r q, ← hqr]; simp only [mul_assoc]
    _ = p * q * r := by rw [hr.2]
```

For commuting projections $p,q,r$,

$$(pqr)^*(pqr)=rqp\,pqr=rqpqr=rpqqr=rpqr=prqr=pqrr=pqr.$$

The `calc` block follows this chain. Its use is that a state is non-negative on anything of the form $x^*x$.

```lean
variable [Algebra ℂ A]

/-- A state: a positive, normalized linear functional on the operators. -/
structure IsState (w : A →ₗ[ℂ] ℂ) : Prop where
  pos : ∀ x, 0 ≤ w (star x * x)
  norm : w 1 = 1
```

From here on `A` also has complex scalars. A state is a linear functional $w$ with $w(x^*x)\ge0$ and $w(1)=1$. The inequality between complex numbers means that the value is real and non-negative. Pure and mixed states are both allowed, and no particle number is fixed.

```lean
/-- The real part of the expectation value, as an additive map. -/
def mean (w : A →ₗ[ℂ] ℂ) : A →+ ℝ :=
  AddMonoidHom.mk' (fun x => (w x).re) (fun x y => by simp)
```

`mean w x` is $\operatorname{Re}w(x)$, which gives real numbers to compare.

```lean
/-- The occupation of mode `i`. -/
def occ (w : A →ₗ[ℂ] ℂ) (a : ι → A) (i : ι) : ℝ := mean w (number a i)
```

Thus $n_i=\operatorname{Re}w(\hat n_i)$.

```lean
/-- The pair occupation of modes `i` and `j`. -/
def pairOcc (w : A →ₗ[ℂ] ℂ) (a : ι → A) (i j : ι) : ℝ :=
  mean w (star (a i) * star (a j) * a j * a i)
```

Likewise $d_{ij}=\operatorname{Re}w(a_i^*a_j^*a_ja_i)$, without a factor $1/2$.

```lean
/-- Three commuting projections in a state: the probability that all or none of them hold,
written in single and pair terms, is non-negative. -/
theorem all_or_none_nonneg {w : A →ₗ[ℂ] ℂ} (hw : IsState w) {p q r : A}
    (hp : IsProjection p) (hq : IsProjection q) (hr : IsProjection r)
    (hpq : p * q = q * p) (hpr : p * r = r * p) (hqr : q * r = r * q) :
    0 ≤ mean w (1 - p - q - r + p * q + p * r + q * r) := by
  have hpos : ∀ x, 0 ≤ mean w (star x * x) := fun x => (Complex.le_def.mp (hw.pos x)).1
  have both : ∀ x y : A, IsProjection x → IsProjection y → x * y = y * x →
      (1 - x) * (1 - y) = (1 - y) * (1 - x) := fun x y hx hy h =>
    ((hole_projection hx).2 _ ((hole_projection hy).2 x h).symm).symm
  have h1 := hpos (p * q * r)
  have h2 := hpos ((1 - p) * (1 - q) * (1 - r))
  rw [product_eq_square hp hq hr hpq hpr hqr] at h1
  rw [product_eq_square (hole_projection hp).1 (hole_projection hq).1 (hole_projection hr).1
    (both p q hp hq hpq) (both p r hp hr hpr) (both q r hq hr hqr)] at h2
  -- the triple products cancel
  have e : 1 - p - q - r + p * q + p * r + q * r =
      p * q * r + (1 - p) * (1 - q) * (1 - r) := by noncomm_ring
  rw [e, map_add]
  exact add_nonneg h1 h2
```

This is the opening identity for operators. Expanding for commuting projections,

$$(1-p)(1-q)(1-r)=1-p-q-r+pq+pr+qr-pqr.$$

Adding $pqr$ cancels the triple product:

$$1-p-q-r+pq+pr+qr=pqr+(1-p)(1-q)(1-r).$$

Both terms on the right are products of commuting projections, hence of the form $x^*x$, and both have non-negative mean. In the proof `h1` and `h2` are these two inequalities, and `e` is the identity.

## From anticommutation to T2

```lean
/-- Under the CAR the number operators are projections; for distinct modes they commute, and
their product is the pair operator. -/
theorem number_projections {a : ι → A} (hC : IsCAR a) :
    (∀ i, IsProjection (number a i)) ∧ ∀ i j, i ≠ j →
      number a i * number a j = number a j * number a i ∧
      star (a i) * star (a j) * a j * a i = number a i * number a j := by
  have hsa : ∀ i, star (number a i) = number a i := fun i => by
    simp only [number, star_mul, star_star]
  refine ⟨fun i => ⟨hsa i, ?_⟩, fun i j hij => ?_⟩
  · -- Pauli principle: a mode cannot be emptied twice
    have haa : a i * a i = 0 := by
      calc a i * a i = (1 / 2 : ℂ) • (a i * a i + a i * a i) := by module
        _ = 0 := by rw [hC.anti, smul_zero]
    unfold number
    calc star (a i) * a i * (star (a i) * a i)
        = star (a i) * (a i * star (a i)) * a i := by noncomm_ring
      _ = star (a i) * (1 - star (a i) * a i) * a i := by rw [eq_sub_of_add_eq (hC.same i)]
      _ = star (a i) * a i - star (a i) * star (a i) * (a i * a i) := by noncomm_ring
      _ = star (a i) * a i := by rw [haa, mul_zero, sub_zero]
  · -- moving `a i` through the other number operator costs two signs
    have h : number a j * a i = a i * number a j := by
      unfold number
      rw [mul_assoc, eq_neg_of_add_eq_zero_right (hC.anti i j), mul_neg, ← mul_assoc,
        eq_neg_of_add_eq_zero_right (hC.mixed i j hij), neg_mul, neg_neg, mul_assoc]
    have h' := congrArg star h
    rw [star_mul, star_mul, hsa] at h'
    constructor
    · calc number a i * number a j = star (a i) * (a i * number a j) := mul_assoc _ _ _
        _ = star (a i) * number a j * a i := by rw [← h, mul_assoc]
        _ = number a j * number a i := by rw [h', mul_assoc]; rfl
    · calc star (a i) * star (a j) * a j * a i = star (a i) * (number a j * a i) := by
            simp only [number, mul_assoc]
        _ = number a i * number a j := by rw [h, ← mul_assoc]; rfl
```

Three facts about number operators are derived from the CAR.

First, $2a_i^2=0$ gives $a_i^2=0$, so

$$\hat n_i^2=a_i^*(a_ia_i^*)a_i=a_i^*(1-a_i^*a_i)a_i=\hat n_i-a_i^*a_i^*a_ia_i=\hat n_i.$$

Together with $\hat n_i^*=\hat n_i$, this makes $\hat n_i$ a projection.

Second, for $i\ne j$, two sign changes cancel:

$$\hat n_ja_i=a_j^*a_ja_i=-a_j^*a_ia_j=a_ia_j^*a_j=a_i\hat n_j.$$

This is `h`; its adjoint `h'` reads $a_i^*\hat n_j=\hat n_ja_i^*$. Hence $\hat n_i\hat n_j=a_i^*\hat n_ja_i=\hat n_j\hat n_i$.

Third, $a_i^*a_j^*a_ja_i=a_i^*\hat n_ja_i=\hat n_i\hat n_j$, so $d_{ij}$ is the mean of a product of projections.

```lean
/-- The diagonal T2 condition: for CAR operators in a state and distinct modes `i, j, k`,
`d_ij + n_k - d_ik - d_jk` is non-negative. -/
theorem diagonal_T2 {a : ι → A} {w : A →ₗ[ℂ] ℂ} (hC : IsCAR a) (hw : IsState w)
    {i j k : ι} (hij : i ≠ j) (hik : i ≠ k) (hjk : j ≠ k) :
    0 ≤ t2 (occ w a) (pairOcc w a) i j k := by
  obtain ⟨hP, hN⟩ := number_projections hC
  -- exchange particle and hole on mode `k`
  obtain ⟨hk, hc⟩ := hole_projection (hP k)
  have h := all_or_none_nonneg hw (hP i) (hP j) hk (hN i j hij).1
    (hc _ (hN i k hik).1) (hc _ (hN j k hjk).1)
  have e : ∀ p q r : A, 1 - p - q - (1 - r) + p * q + p * (1 - r) + q * (1 - r) =
      p * q + r - p * r - q * r := fun p q r => by noncomm_ring
  rw [e, map_sub, map_sub, map_add] at h
  unfold t2 pairOcc
  rw [(hN i j hij).2, (hN i k hik).2, (hN j k hjk).2]
  exact h
```

The theorem reads: if `a` obeys the CAR, `w` is a state and $i,j,k$ are distinct, then $d_{ij}+n_k-d_{ik}-d_{jk}\ge0$.

Put $p=\hat n_i$, $q=\hat n_j$ and $r=1-\hat n_k$ into the previous inequality. The operator becomes

$$1-\hat n_i-\hat n_j-(1-\hat n_k)+\hat n_i\hat n_j+\hat n_i(1-\hat n_k)+\hat n_j(1-\hat n_k)=\hat n_i\hat n_j+\hat n_k-\hat n_i\hat n_k-\hat n_j\hat n_k.$$

Taking the mean gives T2. In Lean, `e` is this rearrangement, and the last rewriting turns pair operators into products.

To apply the theorem to a molecule, one must still supply that its orbital operators obey `IsCAR` and that its many-electron expectation value is an `IsState`. Orthonormal spin orbitals on Fock space and a normalised state meet these requirements.

The choice $r=\hat n_k$ gives the neighbouring diagonal T1 inequality, $1-n_i-n_j-n_k+d_{ij}+d_{ik}+d_{jk}\ge0$. It has no theorem name here, but appears as `h` in the next proof.

Two limits of T2 follow from short algebra, as a side remark without a Lean theorem. If $n_k=0$, then $d_{ik}=d_{jk}=0$ and T2 becomes P for the pair $i,j$. If $n_k=1$, then $d_{ik}=n_i$ and $d_{jk}=n_j$, and T2 becomes Q.

## Data that no state can have

```lean
/-- Half-filled modes with empty pairs obey the diagonal P, Q and G conditions and violate T1;
no state of CAR operators has these data on three distinct modes. -/
theorem half_filled_empty_pairs {a : ι → A} {w : A →ₗ[ℂ] ℂ} (hC : IsCAR a) (hw : IsState w)
    {i j k : ι} (hij : i ≠ j) (hik : i ≠ k) (hjk : j ≠ k) :
    DiagPQG (fun _ : ι => 1 / 2) (fun _ _ => 0) ∧
    t1 (fun _ : ι => 1 / 2) (fun _ _ => 0) i j k < 0 ∧
    ¬ (occ w a i = 1 / 2 ∧ occ w a j = 1 / 2 ∧ occ w a k = 1 / 2 ∧
      pairOcc w a i j = 0 ∧ pairOcc w a i k = 0 ∧ pairOcc w a j k = 0) := by
  refine ⟨fun _ _ _ => by norm_num, by norm_num [t1], ?_⟩
  rintro ⟨h1, h2, h3, h4, h5, h6⟩
  obtain ⟨hP, hN⟩ := number_projections hC
  have h := all_or_none_nonneg hw (hP i) (hP j) (hP k) (hN i j hij).1 (hN i k hik).1
    (hN j k hjk).1
  have hone : mean w 1 = 1 := by
    change (w 1).re = 1
    rw [hw.norm, Complex.one_re]
  unfold occ at h1 h2 h3
  unfold pairOcc at h4 h5 h6
  rw [(hN i j hij).2] at h4
  rw [(hN i k hik).2] at h5
  rw [(hN j k hjk).2] at h6
  simp only [map_add, map_sub] at h
  linarith
```

The opening example returns with three assertions. The data $n=\tfrac12$, $d=0$ obey the diagonal P, Q and G conditions; their T1 combination is $1-\tfrac32=-\tfrac12$; and no state has these values on three distinct modes. For the last assertion, the proof assumes such values, inserts them into the T1 inequality and reaches $0\le-\tfrac12$.

```lean
/-- Three half-filled modes with `d_01 = 0` and `d_02 = d_12 = 1/2` obey the diagonal P, Q, G
and T1 conditions and violate T2. -/
theorem T2_independent :
    let n : Fin 3 → ℝ := fun _ => 1 / 2
    let d : Fin 3 → Fin 3 → ℝ := fun i j => if i = 2 ∨ j = 2 then 1 / 2 else 0
    DiagPQG n d ∧ 0 ≤ t1 n d 0 1 2 ∧ t2 n d 0 1 2 < 0 := by
  refine ⟨fun i j _ => ?_, ?_, ?_⟩
  · dsimp only
    split_ifs <;> norm_num
  · norm_num [t1, Fin.ext_iff]
  · norm_num [t2, Fin.ext_iff]
```

With modes numbered $0,1,2$, keep $n=\tfrac12$ and set $d_{01}=0$, $d_{02}=d_{12}=\tfrac12$. For the pair $0,1$ the P, Q and G values are $0,0,\tfrac12$; for the other pairs they are $\tfrac12,\tfrac12,0$. The T1 combination is $1-\tfrac32+1=\tfrac12$, but the T2 combination is $0+\tfrac12-\tfrac12-\tfrac12=-\tfrac12$. So the diagonal T2 condition does not follow from the diagonal P, Q, G and T1 conditions on these three modes. In words, mode $2$ would always be filled together with mode $0$ and together with mode $1$, although $0$ and $1$ are never filled together.

The full G condition is stronger than its diagonal part. It requires $B^*B$ to have a non-negative mean for every linear combination $B$ of the operators $a_i^*a_j$. It already rejects these data, since $B=\hat n_0+\hat n_1-\hat n_2$ would give $\tfrac32-1-1=-\tfrac12$. If a constant may be added to $B$, it also rejects the half-filled modes with empty pairs: the variance of $\hat n_0+\hat n_1+\hat n_2$ would be $\tfrac32-\tfrac94=-\tfrac34$. These remarks have no Lean theorem here.

## An explicit three-mode system

```lean
/-- One more fermionic mode, by two-by-two blocks: the old operators change sign when the new
mode is occupied. -/
def addMode (a : ι → A) : Option ι → Matrix (Fin 2) (Fin 2) A
  | none => !![0, 1; 0, 0]
  | some i => !![a i, 0; 0, -a i]
```

A new mode is added by $2\times2$ blocks, the first for "empty" and the second for "occupied". The label `none` is the new mode, and `some i` is an old one:

$$b=\begin{pmatrix}0&1\\0&0\end{pmatrix},\qquad b_i=\begin{pmatrix}a_i&0\\0&-a_i\end{pmatrix}.$$

The minus sign is the Jordan–Wigner sign.

```lean
/-- The functional that evaluates `w` on the block in which the new mode is occupied. -/
def addFilled (w : A →ₗ[ℂ] ℂ) : Matrix (Fin 2) (Fin 2) A →ₗ[ℂ] ℂ where
  toFun M := w (M 1 1)
  map_add' M N := map_add w (M 1 1) (N 1 1)
  map_smul' z M := map_smul w z (M 1 1)
```

The new functional evaluates $w$ on the occupied block, `M 1 1`, since Lean counts the blocks from $0$.

```lean
/-- Adding a filled mode turns CAR operators and a state into CAR operators and a state. -/
theorem addMode_isCAR_isState {a : ι → A} {w : A →ₗ[ℂ] ℂ} (hC : IsCAR a) (hw : IsState w) :
    IsCAR (addMode a) ∧ IsState (addFilled w) := by
  -- the creation operators as explicit block matrices
  have hN : star (addMode a none) = !![0, 0; 1, 0] := by
    ext x y
    fin_cases x <;> fin_cases y <;> simp [addMode, Matrix.star_apply]
  have hS : ∀ i, star (addMode a (some i)) = !![star (a i), 0; 0, -star (a i)] := fun i => by
    ext x y
    fin_cases x <;> fin_cases y <;> simp [addMode, Matrix.star_apply]
  refine ⟨⟨?_, ?_, ?_⟩, ⟨fun M => ?_, ?_⟩⟩
  · rintro (_ | i) (_ | j) <;> ext x y <;> fin_cases x <;> fin_cases y <;>
      simp [addMode, hC.anti]
  · rintro (_ | i) (_ | j) h
    · exact absurd rfl h
    · rw [hS]
      ext x y
      fin_cases x <;> fin_cases y <;> simp [addMode]
    · rw [hN]
      ext x y
      fin_cases x <;> fin_cases y <;> simp [addMode]
    · have hij : i ≠ j := fun e => h (congrArg some e)
      rw [hS]
      ext x y
      fin_cases x <;> fin_cases y <;>
        simp [addMode, hC.mixed i j hij]
  · rintro (_ | i) <;> simp only [hN, hS] <;> ext x y <;> fin_cases x <;> fin_cases y <;>
      simp [addMode, Matrix.mul_apply, Fin.sum_univ_two, hC.same]
  · have e : (star M * M) 1 1 = star (M 0 1) * M 0 1 + star (M 1 1) * M 1 1 := by
      simp [Matrix.mul_apply, Fin.sum_univ_two]
    change 0 ≤ w ((star M * M) 1 1)
    rw [e, map_add]
    exact add_nonneg (hw.pos _) (hw.pos _)
  · change w ((1 : Matrix (Fin 2) (Fin 2) A) 1 1) = 1
    rw [Matrix.one_apply_eq, hw.norm]
```

The CAR are checked block by block. For instance, $bb_i$ has upper-right entry $-a_i$ and $b_ib$ has $a_i$, so they cancel. Positivity follows from

$$(M^*M)_{11}=M_{01}^*M_{01}+M_{11}^*M_{11},$$

and normalisation from $w(1)=1$.

```lean
/-- Three modes added to the complex numbers give explicit CAR operators and a state. -/
theorem three_modes_witness :
    IsCAR (addMode (addMode (addMode (fun e : Empty => (e.elim : ℂ))))) ∧
    IsState (addFilled (addFilled (addFilled (LinearMap.id : ℂ →ₗ[ℂ] ℂ)))) := by
  have hC : IsCAR (fun e : Empty => (e.elim : ℂ)) :=
    ⟨fun i => i.elim, fun i => i.elim, fun i => i.elim⟩
  have hw : IsState (LinearMap.id : ℂ →ₗ[ℂ] ℂ) := ⟨fun x => star_mul_self_nonneg x, rfl⟩
  obtain ⟨h1, w1⟩ := addMode_isCAR_isState hC hw
  obtain ⟨h2, w2⟩ := addMode_isCAR_isState h1 w1
  exact addMode_isCAR_isState h2 w2

end

end DiagonalRepresentability
```

Starting from the complex numbers with no modes, three additions give a concrete system with all three modes filled. The assumptions of the T2 theorem are therefore met by an actual example with three distinct modes. There every $n_i$ and $d_{ij}$ with $i\ne j$ equals $1$, and the T2 combination is $1+1-1-1=0$.

```lean
#print axioms DiagonalRepresentability.diagonal_T2
#print axioms DiagonalRepresentability.half_filled_empty_pairs
#print axioms DiagonalRepresentability.T2_independent
```

```
'DiagonalRepresentability.diagonal_T2' depends on axioms: [propext, Classical.choice, Quot.sound]
'DiagonalRepresentability.half_filled_empty_pairs' depends on axioms: [propext, Classical.choice, Quot.sound]
'DiagonalRepresentability.T2_independent' depends on axioms: [propext, Classical.choice, Quot.sound]
```
